# Variational principle and density derivative of the electrostatic energy in a discrete Fattebert–Gygi medium

Let $D$ be an injective real matrix that takes potentials on a finite set $V$ of nodes to suitably scaled potential differences on a finite set $E$ of links, let $n_e$ be the electron density on link $e$, and let $\varepsilon$ be a positive permittivity function. In Gaussian units the Poisson matrix is $A(n)=D^{T}\,\mathrm{diag}(\varepsilon(n_e))\,D/(4\pi)$, and a charge vector $\rho$ on the nodes has the potential $\varphi=A(n)^{-1}\rho$ and the energy $G=\langle\rho,\varphi\rangle/2$.

```lean
import Mathlib

open Matrix
open scoped Real

namespace DiscreteFattebertGygi

noncomputable section

variable {E V : Type*} [Fintype E] [DecidableEq E] [Fintype V] [DecidableEq V]

/-- The Poisson matrix `Dᵀ diag(ε(n_e)) D / (4π)` of a medium whose permittivity on each link
is a function of the electron density there. -/
def poissonMatrix (D : Matrix E V ℝ) (ε : ℝ → ℝ) (n : E → ℝ) : Matrix V V ℝ :=
  (4 * π)⁻¹ • (Dᵀ * diagonal (fun e => ε (n e)) * D)

/-- The electrostatic potential `A(n)⁻¹ ρ` of the charge `ρ`, for an invertible Poisson matrix. -/
def potential (D : Matrix E V ℝ) (ε : ℝ → ℝ) (n : E → ℝ) (ρ : V → ℝ) : V → ℝ :=
  (poissonMatrix D ε n)⁻¹ *ᵥ ρ

/-- The electrostatic energy `⟨ρ, φ⟩ / 2`, for an invertible Poisson matrix. -/
def energy (D : Matrix E V ℝ) (ε : ℝ → ℝ) (n : E → ℝ) (ρ : V → ℝ) : ℝ :=
  ρ ⬝ᵥ potential D ε n ρ / 2

/-- The functional `⟨ρ, ψ⟩ - ⟨ψ, A(n) ψ⟩ / 2` of a trial potential `ψ`. -/
def trialEnergy (D : Matrix E V ℝ) (ε : ℝ → ℝ) (n : E → ℝ) (ρ ψ : V → ℝ) : ℝ :=
  ρ ⬝ᵥ ψ - ψ ⬝ᵥ poissonMatrix D ε n *ᵥ ψ / 2

omit [DecidableEq V] in
/-- The Poisson form of two potentials is the sum over links of the permittivity times the
product of their discrete gradients, divided by `4π`. -/
theorem poisson_form (D : Matrix E V ℝ) (ε : ℝ → ℝ) (n : E → ℝ) (χ ψ : V → ℝ) :
    χ ⬝ᵥ poissonMatrix D ε n *ᵥ ψ
      = (4 * π)⁻¹ * ∑ e, ε (n e) * (D *ᵥ χ) e * (D *ᵥ ψ) e := by
  unfold poissonMatrix
  rw [smul_mulVec, dotProduct_smul, ← mulVec_mulVec, ← mulVec_mulVec,
    dotProduct_mulVec, vecMul_transpose, smul_eq_mul]
  congr 1
  simp only [dotProduct, mulVec_diagonal]
  exact Finset.sum_congr rfl fun e _ => by ring

variable {D : Matrix E V ℝ} {ε : ℝ → ℝ}

omit [DecidableEq V] in
/-- For an injective discrete gradient and positive permittivity, the Poisson form is
strictly positive on every nonzero potential. -/
theorem poisson_form_pos (hD : Function.Injective D.mulVec) (hε : ∀ s, 0 < ε s)
    (n : E → ℝ) {ψ : V → ℝ} (hψ : ψ ≠ 0) : 0 < ψ ⬝ᵥ poissonMatrix D ε n *ᵥ ψ := by
  have hne : D *ᵥ ψ ≠ 0 := fun h => hψ (hD (h.trans (mulVec_zero D).symm))
  obtain ⟨e, he⟩ := Function.ne_iff.mp hne
  rw [poisson_form]
  refine mul_pos (by positivity) (Finset.sum_pos' (fun i _ => ?_) ⟨e, Finset.mem_univ e, ?_⟩)
  · rw [mul_assoc]
    exact mul_nonneg (hε _).le (mul_self_nonneg _)
  · rw [mul_assoc]
    exact mul_pos (hε _) (mul_self_pos.mpr he)

/-- The Poisson matrix has nonzero determinant, and the potential solves the discrete
Poisson equation `A(n) φ = ρ`. -/
theorem poisson_equation (hD : Function.Injective D.mulVec) (hε : ∀ s, 0 < ε s)
    (n : E → ℝ) (ρ : V → ℝ) :
    (poissonMatrix D ε n).det ≠ 0 ∧ poissonMatrix D ε n *ᵥ potential D ε n ρ = ρ := by
  have hdet : (poissonMatrix D ε n).det ≠ 0 := by
    intro h
    obtain ⟨ψ, hψ, h0⟩ := exists_mulVec_eq_zero_iff.mpr h
    have hp := poisson_form_pos hD hε n hψ
    rw [h0, dotProduct_zero] at hp
    exact lt_irrefl _ hp
  refine ⟨hdet, ?_⟩
  unfold potential
  rw [mulVec_mulVec, mul_nonsing_inv _ (isUnit_iff_ne_zero.mpr hdet), one_mulVec]

/-- The electrostatic energy is the maximum of the trial functional over all potentials, and
the solution of the Poisson equation is the only maximiser. -/
theorem energy_isGreatest (hD : Function.Injective D.mulVec) (hε : ∀ s, 0 < ε s)
    (n : E → ℝ) (ρ : V → ℝ) :
    IsGreatest (Set.range (trialEnergy D ε n ρ)) (energy D ε n ρ) ∧
      ∀ ψ, trialEnergy D ε n ρ ψ = energy D ε n ρ ↔ ψ = potential D ε n ρ := by
  have hP := (poisson_equation hD hε n ρ).2
  -- completing the square around the true potential
  have hsq : ∀ ψ, trialEnergy D ε n ρ ψ = energy D ε n ρ -
      (ψ - potential D ε n ρ) ⬝ᵥ poissonMatrix D ε n *ᵥ (ψ - potential D ε n ρ) / 2 := by
    intro ψ
    have hs : potential D ε n ρ ⬝ᵥ poissonMatrix D ε n *ᵥ ψ = ρ ⬝ᵥ ψ := by
      have h := poisson_form D ε n ψ (potential D ε n ρ)
      rw [hP, dotProduct_comm] at h
      rw [h, poisson_form]
      congr 1
      exact Finset.sum_congr rfl fun e _ => by ring
    unfold trialEnergy energy
    rw [mulVec_sub, sub_dotProduct, dotProduct_sub, dotProduct_sub, hP, hs,
      dotProduct_comm ψ ρ, dotProduct_comm (potential D ε n ρ) ρ]
    ring
  have hiff : ∀ ψ, trialEnergy D ε n ρ ψ = energy D ε n ρ ↔ ψ = potential D ε n ρ := by
    intro ψ
    constructor
    · intro h
      by_contra hne
      have hp := poisson_form_pos hD hε n (sub_ne_zero.mpr hne)
      linarith [hsq ψ]
    · intro h
      rw [hsq, h, sub_self, zero_dotProduct, zero_div, sub_zero]
  refine ⟨⟨⟨_, (hiff _).mpr rfl⟩, ?_⟩, hiff⟩
  rintro _ ⟨ψ, rfl⟩
  by_cases h : ψ = potential D ε n ρ
  · exact ((hiff ψ).mpr h).le
  · have hp := poisson_form_pos hD hε n (sub_ne_zero.mpr h)
    linarith [hsq ψ]

/-- At fixed charge, a permittivity that is at least as large on every link gives an
electrostatic energy `⟨ρ, φ⟩ / 2` that is at most as large. -/
theorem energy_antitone (hD : Function.Injective D.mulVec) (hε : ∀ s, 0 < ε s)
    {n n' : E → ℝ} (h : ∀ e, ε (n e) ≤ ε (n' e)) (ρ : V → ℝ) :
    energy D ε n' ρ ≤ energy D ε n ρ := by
  -- the potential of the second medium serves as trial potential in the first
  have h1 := ((energy_isGreatest hD hε n' ρ).2 (potential D ε n' ρ)).mpr rfl
  have h2 := (energy_isGreatest hD hε n ρ).1.2 ⟨potential D ε n' ρ, rfl⟩
  have hq : potential D ε n' ρ ⬝ᵥ poissonMatrix D ε n *ᵥ potential D ε n' ρ
      ≤ potential D ε n' ρ ⬝ᵥ poissonMatrix D ε n' *ᵥ potential D ε n' ρ := by
    rw [poisson_form, poisson_form]
    refine mul_le_mul_of_nonneg_left (Finset.sum_le_sum fun e _ => ?_) (by positivity)
    simp only [mul_assoc]
    exact mul_le_mul_of_nonneg_right (h e) (mul_self_nonneg _)
  unfold trialEnergy at h1 h2
  linarith

/-- The exact energy difference between two densities at fixed charge: the permittivity changes
weighted by the product of the two discrete gradients, with factor `-1/(8π)`. -/
theorem energy_difference (hD : Function.Injective D.mulVec) (hε : ∀ s, 0 < ε s)
    (n n' : E → ℝ) (ρ : V → ℝ) :
    energy D ε n' ρ - energy D ε n ρ = -(∑ e, (ε (n' e) - ε (n e)) *
      ((D *ᵥ potential D ε n' ρ) e * (D *ᵥ potential D ε n ρ) e)) / (8 * π) := by
  have h1 := poisson_form D ε n (potential D ε n' ρ) (potential D ε n ρ)
  have h2 := poisson_form D ε n' (potential D ε n ρ) (potential D ε n' ρ)
  rw [(poisson_equation hD hε n ρ).2, dotProduct_comm] at h1
  rw [(poisson_equation hD hε n' ρ).2, dotProduct_comm] at h2
  have hs : ∑ e, (ε (n' e) - ε (n e)) *
      ((D *ᵥ potential D ε n' ρ) e * (D *ᵥ potential D ε n ρ) e)
      = ∑ e, ε (n' e) * (D *ᵥ potential D ε n ρ) e * (D *ᵥ potential D ε n' ρ) e
        - ∑ e, ε (n e) * (D *ᵥ potential D ε n' ρ) e * (D *ᵥ potential D ε n ρ) e := by
    rw [← Finset.sum_sub_distrib]
    exact Finset.sum_congr rfl fun e _ => by ring
  unfold energy
  rw [h1, h2, hs]
  ring

/-- Along a density path on which the link permittivities are continuous at `t₀`, the discrete
gradient of the potential is continuous at `t₀`. -/
theorem field_continuousAt (hD : Function.Injective D.mulVec) (hε : ∀ s, 0 < ε s)
    {n : ℝ → E → ℝ} {t₀ : ℝ} (hc : ∀ e, ContinuousAt (fun t => ε (n t e)) t₀)
    (ρ : V → ℝ) (e : E) :
    ContinuousAt (fun t => (D *ᵥ potential D ε (n t) ρ) e) t₀ := by
  have hw : ContinuousAt (fun t e => ε (n t e)) t₀ := continuousAt_pi.mpr hc
  have hprod : Continuous (fun w : E → ℝ => Dᵀ * diagonal w * D) :=
    (continuous_const.matrix_mul continuous_id.matrix_diagonal).matrix_mul continuous_const
  have hlin : Continuous (fun w : E → ℝ => (4 * π)⁻¹ • (Dᵀ * diagonal w * D)) :=
    (continuous_const_smul (4 * π)⁻¹).comp hprod
  have hA : ContinuousAt (fun t => poissonMatrix D ε (n t)) t₀ := by
    have h := hlin.continuousAt.comp hw
    exact h
  -- the inverse is the adjugate divided by the nonvanishing determinant
  have hdet : ContinuousAt (fun t => (poissonMatrix D ε (n t)).det) t₀ :=
    (Continuous.matrix_det (continuous_id (X := Matrix V V ℝ))).continuousAt.comp hA
  have hadj : ContinuousAt (fun t => (poissonMatrix D ε (n t)).adjugate) t₀ :=
    (Continuous.matrix_adjugate (continuous_id (X := Matrix V V ℝ))).continuousAt.comp hA
  have hinv : ContinuousAt (fun t => (poissonMatrix D ε (n t))⁻¹) t₀ := by
    simp only [Matrix.inv_def, Ring.inverse_eq_inv']
    exact (hdet.inv₀ (poisson_equation hD hε (n t₀) ρ).1).smul hadj
  have hf : Continuous (fun M : Matrix V V ℝ => (D *ᵥ (M *ᵥ ρ)) e) :=
    (continuous_apply e).comp (continuous_const.matrix_mulVec
      (continuous_id.matrix_mulVec continuous_const))
  exact hf.continuousAt.comp hinv

/-- Along a differentiable density path at fixed charge, the energy changes at the rate
`-∑ ε'(n_e) (dn_e/dt) (Dφ)_e² / (8π)`. -/
theorem energy_hasDerivAt_path (hD : Function.Injective D.mulVec) (hε : ∀ s, 0 < ε s)
    (hdiff : Differentiable ℝ ε) {n : ℝ → E → ℝ} {v : E → ℝ} {t₀ : ℝ}
    (hn : ∀ e, HasDerivAt (fun t => n t e) (v e) t₀) (ρ : V → ℝ) :
    HasDerivAt (fun t => energy D ε (n t) ρ)
      (-(∑ e, deriv ε (n t₀ e) * v e * (D *ᵥ potential D ε (n t₀) ρ) e ^ 2) / (8 * π)) t₀ := by
  have hcomp : ∀ e, HasDerivAt (fun t => ε (n t e)) (deriv ε (n t₀ e) * v e) t₀ :=
    fun e => (hdiff (n t₀ e)).hasDerivAt.comp t₀ (hn e)
  -- a factor vanishing at t₀ needs only a continuous partner
  have hmul : ∀ {f g : ℝ → ℝ} {f' : ℝ}, HasDerivAt f f' t₀ → f t₀ = 0 → ContinuousAt g t₀ →
      HasDerivAt (fun t => f t * g t) (f' * g t₀) t₀ := by
    intro f g f' hf h0 hg
    rw [hasDerivAt_iff_tendsto_slope] at hf ⊢
    refine (hf.mul (hg.tendsto.mono_left nhdsWithin_le_nhds)).congr fun t => ?_
    simp only [slope_def_field, h0]
    ring
  have key : ∀ e, HasDerivAt (fun t => (ε (n t e) - ε (n t₀ e)) *
      ((D *ᵥ potential D ε (n t) ρ) e * (D *ᵥ potential D ε (n t₀) ρ) e))
      (deriv ε (n t₀ e) * v e *
        ((D *ᵥ potential D ε (n t₀) ρ) e * (D *ᵥ potential D ε (n t₀) ρ) e)) t₀ :=
    fun e => hmul ((hcomp e).sub_const _) (sub_self _)
      ((field_continuousAt hD hε (fun i => (hcomp i).continuousAt) ρ e).mul continuousAt_const)
  have hsum := ((HasDerivAt.fun_sum (u := Finset.univ) fun e _ => key e).fun_neg.div_const
    (8 * π)).const_add (energy D ε (n t₀) ρ)
  have hfun : (fun t => energy D ε (n t) ρ) = fun t => energy D ε (n t₀) ρ +
      -(∑ e, (ε (n t e) - ε (n t₀ e)) * ((D *ᵥ potential D ε (n t) ρ) e *
        (D *ᵥ potential D ε (n t₀) ρ) e)) / (8 * π) := by
    funext t
    linarith [energy_difference hD hε (n t₀) (n t) ρ]
  rw [hfun]
  exact hsum.congr_deriv (by simp only [sq])

/-- The partial derivative of the energy with respect to the density on one link, at fixed
charge, is `-ε'(n_e) (Dφ)_e² / (8π)`. -/
theorem energy_hasDerivAt_density (hD : Function.Injective D.mulVec) (hε : ∀ s, 0 < ε s)
    (hdiff : Differentiable ℝ ε) (n : E → ℝ) (ρ : V → ℝ) (e : E) :
    HasDerivAt (fun t => energy D ε (Function.update n e t) ρ)
      (-deriv ε (n e) * (D *ᵥ potential D ε n ρ) e ^ 2 / (8 * π)) (n e) := by
  have hn : ∀ i, HasDerivAt (fun t => Function.update n e t i)
      ((Pi.single e 1 : E → ℝ) i) (n e) := by
    intro i
    by_cases hi : i = e
    · subst hi
      simpa using hasDerivAt_id' (n i)
    · simpa [hi] using hasDerivAt_const (n e) (n i)
  have h := energy_hasDerivAt_path hD hε hdiff hn ρ
  simp only [Function.update_eq_self] at h
  refine h.congr_deriv ?_
  -- only the varied link contributes
  rw [Finset.sum_eq_single e (fun i _ hi => by simp [hi]) (fun he => by simp at he),
    Pi.single_eq_same]
  ring

end

end DiscreteFattebertGygi
```

```lean
#print axioms DiscreteFattebertGygi.energy_antitone
-- 'DiscreteFattebertGygi.energy_antitone' depends on axioms: [propext, Classical.choice, Quot.sound]
#print axioms DiscreteFattebertGygi.energy_hasDerivAt_density
-- 'DiscreteFattebertGygi.energy_hasDerivAt_density' depends on axioms: [propext, Classical.choice, Quot.sound]
```

## Three statements about the energy

The definitions `poissonMatrix`, `potential` and `energy` are $A(n)$, $\varphi$ and $G$. The function `trialEnergy` is
$$J_n(\psi)=\langle\rho,\psi\rangle-\tfrac12\langle\psi,A(n)\psi\rangle ,$$
where $\psi$ is any vector of node potentials. In the code `⬝ᵥ` is the scalar product and `*ᵥ` applies a matrix to a vector.

- `energy_isGreatest` says that $G$ is the largest value of $J_n$, and that $J_n(\psi)=G$ exactly when $\psi=\varphi$.
- `energy_antitone` says that, at fixed $\rho$, $G$ does not increase if the permittivity does not decrease on any link.
- `energy_hasDerivAt_density` says that, for differentiable $\varepsilon$ and fixed $\rho$,
$$\frac{\partial G}{\partial n_e}=-\frac{\varepsilon'(n_e)\,(D\varphi)_e^2}{8\pi}.$$

In the last statement, `Function.update n e t` is the density $n$ with its value on link $e$ replaced by $t$, and `HasDerivAt` says that the energy is differentiable in $t$ at $t=n_e$ with the given derivative. The more general `energy_hasDerivAt_path` lets all link densities move at once, with velocities `v e`.

## The physics in the hypotheses

The matrix $A(n)$ is a discrete form of $-\nabla\cdot(\varepsilon\nabla)/(4\pi)$. The entries of $\rho$ are node charges, and the geometric weights are absorbed into $D$: on a cubic grid of spacing $h$, each row of $D$ is $\sqrt h$ times the plain potential difference, so that $(D\varphi)_e^2$ is the cell volume $h^3$ times the squared gradient along the link.

Injectivity, `hD`, means that only the zero potential has zero differences on all links. A grounded boundary achieves this on a connected grid. A periodic grid does not, because a constant potential has no gradient; there one must first fix the constant, and the total charge must be zero.

Positivity, `hε`, holds for an ordinary static dielectric, whose permittivity is at least 1. It is required for every real argument, so a permittivity given only for $n\ge 0$ has to be extended to negative values, differentiably where the derivative is used.

The Fattebert–Gygi solvent model uses a particular smooth switching function, which equals the bulk permittivity at zero density and tends to 1 as the density grows. The theorems hold for any $\varepsilon$ that satisfies the hypotheses. They concern a linear medium on a finite grid, without ions in the solvent, cavitation terms or a continuum limit.

## Completing the square

For two potentials $\chi$ and $\psi$, moving $D^T$ to the other side of the scalar product gives
$$\langle\chi,A(n)\psi\rangle=\frac1{4\pi}\sum_e\varepsilon(n_e)(D\chi)_e(D\psi)_e .$$
This is `poisson_form`, and it shows that $A(n)$ is symmetric. If $\psi\neq0$, injectivity gives $(D\psi)_e\ne0$ on some link, so $\langle\psi,A(n)\psi\rangle>0$ (`poisson_form_pos`). Hence no nonzero vector is sent to zero, the determinant is nonzero, and $A(n)\varphi=\rho$ (`poisson_equation`).

Symmetry and $A(n)\varphi=\rho$ now give
$$\tfrac12\langle\psi-\varphi,A(n)(\psi-\varphi)\rangle=\tfrac12\langle\psi,A(n)\psi\rangle-\langle\rho,\psi\rangle+\tfrac12\langle\rho,\varphi\rangle ,$$
which rearranges to
$$J_n(\psi)=G-\tfrac12\langle\psi-\varphi,A(n)(\psi-\varphi)\rangle .$$
This identity is `hsq` in the proof of `energy_isGreatest`. The subtracted term is positive unless $\psi=\varphi$, which gives both the maximum and its uniqueness.

For monotonicity, let $\tilde n$ (Lean's `n'`) be a second density with $\varepsilon(\tilde n_e)\ge\varepsilon(n_e)$ on every link, and let $\tilde\varphi$ be its potential for the same $\rho$. The quadratic term is at least as large in the second medium, so
$$G(\tilde n)=J_{\tilde n}(\tilde\varphi)\le J_n(\tilde\varphi)\le G(n).$$
In `energy_antitone`, `h1` is the equality, `hq` compares the quadratic terms, and `h2` is the final inequality.

## From an exact difference to the derivative

Take any two densities $n$ and $\tilde n$. Inserting $\rho=A(n)\varphi$ in one product and $\rho=A(\tilde n)\tilde\varphi$ in the other gives
$$\langle\rho,\tilde\varphi\rangle=\frac1{4\pi}\sum_e\varepsilon(n_e)(D\tilde\varphi)_e(D\varphi)_e,\qquad
\langle\rho,\varphi\rangle=\frac1{4\pi}\sum_e\varepsilon(\tilde n_e)(D\tilde\varphi)_e(D\varphi)_e .$$
Half their difference is
$$G(\tilde n)-G(n)=-\frac1{8\pi}\sum_e\bigl[\varepsilon(\tilde n_e)-\varepsilon(n_e)\bigr](D\tilde\varphi)_e(D\varphi)_e .$$
This is `energy_difference`, and it is exact for changes of any size.

Now let the density follow a path $n(t)$ that is differentiable at $t_0$. Set $n=n(t_0)$ and $\tilde n=n(t)$, and divide by $t-t_0$. By the chain rule, each permittivity quotient tends to $\varepsilon'(n_e)\,\dot n_e$, evaluated at $t_0$. The field $D\tilde\varphi$ tends to $D\varphi$, because the inverse matrix is the adjugate divided by a nonzero determinant and both are continuous in the matrix entries (`field_continuousAt`). Therefore
$$\frac{dG}{dt}\bigg|_{t_0}=-\frac1{8\pi}\sum_e\varepsilon'(n_e)\,\dot n_e\,(D\varphi)_e^2 .$$

The local step `hmul` in `energy_hasDerivAt_path` carries out this limit: a product $f g$ with $f(t_0)=0$ has derivative $f'(t_0)g(t_0)$ when $g$ is merely continuous at $t_0$. The derivative of $\varphi$ is never needed. For the partial derivative, the velocity is 1 on the chosen link and 0 elsewhere, so `Finset.sum_eq_single` leaves one term.

## One node joined to ground by two links

Take one node, $D=(1,-1)^T$, $\rho=1$ and $\varepsilon(s)=1+2/(1+s^2)$. For $n=(1,0)$ the permittivities are 2 and 3, so
$$A=\frac5{4\pi},\qquad \varphi=\frac{4\pi}5,\qquad G=\frac{2\pi}5 .$$
The trial functional $\psi-5\psi^2/(8\pi)$ indeed has its maximum $2\pi/5$ at $\psi=4\pi/5$.

Since $\varepsilon'(1)=-1$, the formula gives
$$\frac{\partial G}{\partial n_1}=\frac{(4\pi/5)^2}{8\pi}=\frac{2\pi}{25}.$$
Direct differentiation of $G=2\pi/(\varepsilon(n_1)+3)$ gives the same value. The derivative is positive: more density on the link lowers its permittivity and weakens the screening.

## The extra potential in a solvated calculation

In a Kohn–Sham calculation with a density-dependent cavity, the link derivatives together give the discrete form of the additional potential $-\varepsilon'(n)|\nabla\varphi|^2/(8\pi)$, here for a linear medium on a finite grid. On a cubic grid each link supplies only the squared gradient component along itself, and the links in the three directions together supply $|\nabla\varphi|^2$. A code solves the Poisson equation for the present electron density, takes the gradient of $\varphi$, and evaluates this term pointwise, with no second linear solve. If the density is stored on nodes and interpolated linearly to links, the transpose of the interpolation matrix carries the link derivatives back to the nodes; dividing by the cell volume then turns a derivative with respect to a grid value into a potential.

The derivative is taken at fixed $\rho$. In the self-consistent problem the electronic charge in $\rho$ changes as well, and that change supplies the ordinary electrostatic potential energy of an electron ($-\varphi$ in units of the elementary charge, if $\rho$ counts electrons as negative), to which the cavity term is added.
